# Removing the phases and the field never raises a finite-lattice Ginzburg–Landau energy with positive couplings

When a lattice Ginzburg–Landau minimisation in a fixed magnetic field returns an order parameter, you can replace it by its modulus, switch off the link phases and evaluate the energy again, leaving the energy of the magnetic field itself out of both values. If all edge couplings are positive and the on-site energy depends only on the modulus, the new value cannot be higher than the old one.

```lean
import Mathlib

open ComplexConjugate

namespace LatticeGinzburgLandau

noncomputable section

variable {V : Type*}

/-- The link product `conj(ψ_x) exp(i θ_xy) ψ_y`. -/
def link (θ : V → V → ℝ) (ψ : V → ℂ) (x y : V) : ℂ :=
  conj (ψ x) * Complex.exp (θ x y * Complex.I) * ψ y

/-- The sitewise modulus `|ψ|` of an order parameter, as a complex field. -/
def amplitude (ψ : V → ℂ) : V → ℂ := fun x => ((‖ψ x‖ : ℝ) : ℂ)

/-- The lattice Ginzburg-Landau energy: covariant hopping energy over the oriented edges `E`,
plus an on-site energy `W x` depending on the modulus of the order parameter. -/
def glEnergy [Fintype V] (E : Finset (V × V)) (t : V → V → ℝ) (W : V → ℝ → ℝ)
    (θ : V → V → ℝ) (ψ : V → ℂ) : ℝ :=
  ∑ e ∈ E, t e.1 e.2 * ‖ψ e.1 - Complex.exp (θ e.1 e.2 * Complex.I) * ψ e.2‖ ^ 2
    + ∑ x, W x ‖ψ x‖

/-- A complex number has real part equal to its modulus exactly when it is real and
nonnegative. -/
theorem re_eq_norm_iff (z : ℂ) : z.re = ‖z‖ ↔ 0 ≤ z.re ∧ z.im = 0 := by
  have h : ‖z‖ ^ 2 = z.re * z.re + z.im * z.im := by
    rw [Complex.sq_norm, Complex.normSq_apply]
  constructor
  · intro e
    refine ⟨by rw [e]; exact norm_nonneg z, ?_⟩
    rw [← e] at h
    exact mul_self_eq_zero.mp (by linarith [sq z.re])
  · rintro ⟨h0, h1⟩
    rw [h1] at h
    exact (sq_eq_sq₀ h0 (norm_nonneg z)).mp (by rw [h]; ring)

/-- The squared covariant difference on one edge is the squared difference of moduli plus twice the
phase mismatch `|a||b| - Re(conj(a) exp(i s) b)`. -/
theorem edge_identity (a b : ℂ) (s : ℝ) :
    ‖a - Complex.exp (s * Complex.I) * b‖ ^ 2 = (‖a‖ - ‖b‖) ^ 2
      + 2 * (‖a‖ * ‖b‖ - (conj a * Complex.exp (s * Complex.I) * b).re) := by
  have h : ∀ c : ℂ, ‖a - c‖ ^ 2 = ‖a‖ ^ 2 + ‖c‖ ^ 2 - 2 * (conj a * c).re := by
    intro c
    simp only [Complex.sq_norm, Complex.normSq_apply, Complex.sub_re, Complex.sub_im,
      Complex.mul_re, Complex.conj_re, Complex.conj_im]
    ring
  -- the link phase does not change the modulus
  have hc : ‖Complex.exp (s * Complex.I) * b‖ = ‖b‖ := by
    rw [norm_mul, Complex.norm_exp_ofReal_mul_I, one_mul]
  rw [h, hc, mul_assoc]
  ring

/-- The modulus of the link product is the product of the moduli at its two ends. -/
theorem norm_link (θ : V → V → ℝ) (ψ : V → ℂ) (x y : V) :
    ‖link θ ψ x y‖ = ‖ψ x‖ * ‖ψ y‖ := by
  unfold link
  rw [norm_mul, norm_mul, Complex.norm_exp_ofReal_mul_I, mul_one, RCLike.norm_conj]

/-- The energy of `ψ` in the field minus the zero-field energy of `|ψ|` is the sum over the edges of
`2 t_xy` times the phase mismatch `|ψ_x||ψ_y| - Re(conj(ψ_x) exp(i θ_xy) ψ_y)`. -/
theorem energy_excess [Fintype V] (E : Finset (V × V)) (t : V → V → ℝ) (W : V → ℝ → ℝ)
    (θ : V → V → ℝ) (ψ : V → ℂ) :
    glEnergy E t W θ ψ - glEnergy E t W (fun _ _ => 0) (amplitude ψ)
      = ∑ e ∈ E, 2 * t e.1 e.2 * (‖ψ e.1‖ * ‖ψ e.2‖ - (link θ ψ e.1 e.2).re) := by
  have h0 : ∀ a b : ℝ,
      ‖(a : ℂ) - Complex.exp (((0 : ℝ) : ℂ) * Complex.I) * (b : ℂ)‖ ^ 2 = (a - b) ^ 2 := by
    intro a b
    rw [Complex.ofReal_zero, zero_mul, Complex.exp_zero, one_mul, ← Complex.ofReal_sub,
      Complex.norm_real, Real.norm_eq_abs, sq_abs]
  -- the on-site energies agree, so only edge terms remain
  have hW : ∑ x, W x ‖((‖ψ x‖ : ℝ) : ℂ)‖ = ∑ x, W x ‖ψ x‖ := by
    simp only [Complex.norm_real, norm_norm]
  simp only [glEnergy, amplitude]
  rw [hW, add_sub_add_right_eq_sub, ← Finset.sum_sub_distrib]
  refine Finset.sum_congr rfl fun e _ => ?_
  rw [edge_identity (ψ e.1) (ψ e.2) (θ e.1 e.2), h0]
  unfold link
  ring

/-- **Diamagnetic inequality for the lattice Ginzburg-Landau energy.** If every edge coupling is
positive, the zero-field energy of `|ψ|` is at most the energy of `ψ` in the field, with equality
exactly when every link product `conj(ψ_x) exp(i θ_xy) ψ_y` on an edge is real and nonnegative. -/
theorem diamagnetic_inequality [Fintype V] (E : Finset (V × V)) (t : V → V → ℝ)
    (W : V → ℝ → ℝ) (θ : V → V → ℝ) (ψ : V → ℂ) (ht : ∀ e ∈ E, 0 < t e.1 e.2) :
    glEnergy E t W (fun _ _ => 0) (amplitude ψ) ≤ glEnergy E t W θ ψ ∧
    (glEnergy E t W (fun _ _ => 0) (amplitude ψ) = glEnergy E t W θ ψ ↔
      ∀ e ∈ E, 0 ≤ (link θ ψ e.1 e.2).re ∧ (link θ ψ e.1 e.2).im = 0) := by
  have hx := energy_excess E t W θ ψ
  -- every edge contributes a nonnegative excess
  have hn : ∀ e ∈ E,
      0 ≤ 2 * t e.1 e.2 * (‖ψ e.1‖ * ‖ψ e.2‖ - (link θ ψ e.1 e.2).re) := by
    intro e he
    refine mul_nonneg (by linarith [ht e he]) (sub_nonneg.2 ?_)
    rw [← norm_link θ ψ]
    exact Complex.re_le_norm _
  refine ⟨by linarith [Finset.sum_nonneg hn], ?_⟩
  have key : glEnergy E t W (fun _ _ => 0) (amplitude ψ) = glEnergy E t W θ ψ ↔
      glEnergy E t W θ ψ - glEnergy E t W (fun _ _ => 0) (amplitude ψ) = 0 :=
    ⟨fun h => by rw [h, sub_self], fun h => by linarith⟩
  rw [key, hx, Finset.sum_eq_zero_iff_of_nonneg hn]
  refine forall₂_congr fun e he => ?_
  rw [← re_eq_norm_iff, norm_link]
  have hpos := ht e he
  constructor
  · intro h
    rcases mul_eq_zero.1 h with h | h <;> linarith
  · intro h
    rw [h]
    ring

/-- If every edge coupling is positive and the zero-field energy is bounded below, then the infimum
of the zero-field energy over all order parameters is at most the infimum of the energy in the
field. -/
theorem infimum_le_infimum_in_field [Fintype V] (E : Finset (V × V)) (t : V → V → ℝ)
    (W : V → ℝ → ℝ) (θ : V → V → ℝ) (ht : ∀ e ∈ E, 0 < t e.1 e.2)
    (hb : BddBelow (Set.range (glEnergy E t W (fun _ _ => 0)))) :
    ⨅ ψ, glEnergy E t W (fun _ _ => 0) ψ ≤ ⨅ ψ, glEnergy E t W θ ψ :=
  le_ciInf fun ψ =>
    (ciInf_le hb (amplitude ψ)).trans (diamagnetic_inequality E t W θ ψ ht).1

/-- For antisymmetric link phases, reversing a link conjugates the link product. -/
theorem link_reverse (θ : V → V → ℝ) (ψ : V → ℂ) (x y : V) (h : θ y x = -θ x y) :
    link θ ψ y x = conj (link θ ψ x y) := by
  unfold link
  rw [h, map_mul, map_mul, starRingEnd_self_apply, ← Complex.exp_conj, map_mul,
    Complex.conj_ofReal, Complex.conj_I, Complex.ofReal_neg, neg_mul, mul_neg]
  ring

/-- If a link product is real and nonnegative and `ψ_x` is nonzero, then `exp(i θ_xy) ψ_y |ψ_x| =
ψ_x |ψ_y|`. -/
theorem aligned_of_link (θ : V → V → ℝ) (ψ : V → ℂ) (x y : V) (hx : ψ x ≠ 0)
    (h : 0 ≤ (link θ ψ x y).re ∧ (link θ ψ x y).im = 0) :
    Complex.exp (θ x y * Complex.I) * ψ y * (‖ψ x‖ : ℂ) = ψ x * (‖ψ y‖ : ℂ) := by
  have hr := (re_eq_norm_iff _).mpr h
  rw [norm_link] at hr
  have hz : link θ ψ x y = ((‖ψ x‖ * ‖ψ y‖ : ℝ) : ℂ) :=
    Complex.ext (by rw [hr, Complex.ofReal_re]) (by rw [h.2, Complex.ofReal_im])
  have h2 : ψ x * conj (ψ x) = (‖ψ x‖ : ℂ) ^ 2 := by
    rw [Complex.mul_conj, Complex.normSq_eq_norm_sq, Complex.ofReal_pow]
  have hn : (‖ψ x‖ : ℂ) ≠ 0 := Complex.ofReal_ne_zero.mpr (norm_ne_zero_iff.mpr hx)
  unfold link at hz
  rw [Complex.ofReal_mul] at hz
  apply mul_left_cancel₀ hn
  linear_combination ψ x * hz - Complex.exp (θ x y * Complex.I) * ψ y * h2

/-- Let the edge couplings be positive and the link phases antisymmetric, and let a closed loop of
edges, crossed in either direction, carry a nontrivial total phase. Then the diamagnetic inequality
is strict for every `ψ` that is nonzero on the loop. -/
theorem strict_of_loop_flux [Fintype V] (E : Finset (V × V)) (t : V → V → ℝ)
    (W : V → ℝ → ℝ) (θ : V → V → ℝ) (ψ : V → ℂ) (ht : ∀ e ∈ E, 0 < t e.1 e.2)
    (hθ : ∀ x y, θ y x = -θ x y) (n : ℕ) (x : ℕ → V) (hclosed : x n = x 0)
    (hedge : ∀ k < n, (x k, x (k + 1)) ∈ E ∨ (x (k + 1), x k) ∈ E)
    (hψ : ∀ k ≤ n, ψ (x k) ≠ 0)
    (hflux : Complex.exp
      ((∑ k ∈ Finset.range n, θ (x k) (x (k + 1)) : ℝ) * Complex.I) ≠ 1) :
    glEnergy E t W (fun _ _ => 0) (amplitude ψ) < glEnergy E t W θ ψ := by
  obtain ⟨hle, hiff⟩ := diamagnetic_inequality E t W θ ψ ht
  refine lt_of_le_of_ne hle fun heq => hflux ?_
  have hl := hiff.mp heq
  -- equality aligns each step of the loop, whichever way its edge is oriented
  have hstep : ∀ k < n, 0 ≤ (link θ ψ (x k) (x (k + 1))).re ∧
      (link θ ψ (x k) (x (k + 1))).im = 0 := by
    intro k hk
    rcases hedge k hk with h | h
    · exact hl _ h
    · have h' := hl _ h
      rw [link_reverse θ ψ (x (k + 1)) (x k) (hθ _ _), Complex.conj_re, Complex.conj_im]
      exact ⟨h'.1, neg_eq_zero.mpr h'.2⟩
  -- transport the phase along the loop
  have hind : ∀ m ≤ n, Complex.exp
      ((∑ k ∈ Finset.range m, θ (x k) (x (k + 1)) : ℝ) * Complex.I) * ψ (x m)
        * (‖ψ (x 0)‖ : ℂ) = ψ (x 0) * (‖ψ (x m)‖ : ℂ) := by
    intro m
    induction m with
    | zero => intro _; simp
    | succ m ih =>
      intro hm
      have h1 := ih (by omega)
      have h2 := aligned_of_link θ ψ _ _ (hψ m (by omega)) (hstep m (by omega))
      have hn : (‖ψ (x m)‖ : ℂ) ≠ 0 :=
        Complex.ofReal_ne_zero.mpr (norm_ne_zero_iff.mpr (hψ m (by omega)))
      rw [Finset.sum_range_succ, Complex.ofReal_add, add_mul, Complex.exp_add]
      apply mul_left_cancel₀ hn
      linear_combination Complex.exp
        ((∑ k ∈ Finset.range m, θ (x k) (x (k + 1)) : ℝ) * Complex.I)
          * (‖ψ (x 0)‖ : ℂ) * h2 + (‖ψ (x (m + 1))‖ : ℂ) * h1
  have hfin := hind n le_rfl
  rw [hclosed] at hfin
  have h0 := hψ 0 (Nat.zero_le n)
  have hn : (‖ψ (x 0)‖ : ℂ) ≠ 0 := Complex.ofReal_ne_zero.mpr (norm_ne_zero_iff.mpr h0)
  apply mul_right_cancel₀ (mul_ne_zero h0 hn)
  linear_combination hfin

end

end LatticeGinzburgLandau
```

```lean
#print axioms LatticeGinzburgLandau.diamagnetic_inequality
-- 'LatticeGinzburgLandau.diamagnetic_inequality' depends on axioms: [propext, Classical.choice, Quot.sound]
#print axioms LatticeGinzburgLandau.infimum_le_infimum_in_field
-- 'LatticeGinzburgLandau.infimum_le_infimum_in_field' depends on axioms: [propext, Classical.choice, Quot.sound]
#print axioms LatticeGinzburgLandau.strict_of_loop_flux
-- 'LatticeGinzburgLandau.strict_of_loop_flux' depends on axioms: [propext, Classical.choice, Quot.sound]
```

## The two energies being compared

Let V be a finite set of sites and E a finite set of ordered pairs of sites, the edges. Each site x carries a complex order parameter ψ_x. Each edge (x, y) carries a real coupling t_xy and a real phase θ_xy, and W_x is a real function of the modulus at site x. The energy `glEnergy E t W θ ψ` is

F_θ(ψ) = Σ_{(x,y)∈E} t_xy |ψ_x − exp(iθ_xy) ψ_y|² + Σ_x W_x(|ψ_x|).

The zero-field energy F_0 has the same couplings and on-site functions, with `fun _ _ => 0` in place of θ. The field |ψ| is `amplitude ψ`, which is stored as a complex field because `glEnergy` takes complex fields. The link product on an edge is `link θ ψ x y`, written here as

L_xy = conj(ψ_x) exp(iθ_xy) ψ_y.

The theorem `diamagnetic_inequality` assumes t_xy > 0 on every edge in E. It states that F_0(|ψ|) ≤ F_θ(ψ) for every ψ, and that the two sides are equal exactly when L_xy is real and nonnegative on every edge. In Lean the last condition reads as a nonnegative real part together with a zero imaginary part.

Each ordered pair in E contributes one term, so a bond listed in both directions is counted twice. The inequality needs no relation between θ_xy and θ_yx. Antisymmetry, θ_yx = −θ_xy, enters only in the results about reversed links and loops.

Two consequences follow, again for positive couplings. `infimum_le_infimum_in_field` says that if F_0 is bounded below, its infimum over all complex order parameters is at most the infimum of F_θ. `strict_of_loop_flux` says that for antisymmetric θ the inequality is strict whenever some closed loop of edges has a total phase Φ with exp(iΦ) ≠ 1 and ψ is nonzero at every site of that loop. The loop may cross edges in either direction.

## Stiffness, link phases and flux

The first sum is a discretised covariant gradient energy. The coupling t_xy is the stiffness of the condensate along a bond, and its positivity means that a mismatch between neighbouring sites costs energy. Bonds with negative coupling, such as those used to model π-junctions, are excluded. The function W_x can be the usual α|ψ|² + (β/2)|ψ|⁴, with coefficients that vary from site to site to represent disorder. The inequality places no condition on its shape, while boundedness below, needed for the infima, holds for this quartic form when β > 0.

The phase θ_xy represents the line integral of the vector potential along the bond from y to x, multiplied by the pair charge over ħ. Its sign convention is fixed by the expression ψ_x − exp(iθ_xy) ψ_y. A gauge change sends ψ_x to exp(iχ_x) ψ_x and θ_xy to θ_xy + χ_x − χ_y, which leaves L_xy unchanged. The equality condition is therefore a statement about gauge-invariant quantities. The total phase Φ of a closed loop is gauge invariant too. Up to sign it is the magnetic flux through the loop multiplied by the pair charge q over ħ, so exp(iΦ) ≠ 1 means that this flux is not a whole multiple of the flux quantum h/|q|.

For simulation practice, the result gives a consistency check on mean-field energies in this finite model with a prescribed field: a zero-field minimum reported above an in-field energy by more than rounding error signals an incomplete minimisation or a coding error. The comparison is always with zero field, and it does not order the energies at two different nonzero fields. The name "diamagnetic inequality" is also used for a pointwise bound on covariant gradients in the continuum; the theorem here concerns a finite sum over edges and takes no continuum limit. The energy of the magnetic field itself, screening and thermal fluctuations are not part of the model.

## Completing the square on one edge

Take one edge and write a = ψ_x, b = ψ_y and s = θ_xy. Since |exp(is) b| = |b|, expanding the square gives

|a − exp(is) b|² = |a|² + |b|² − 2 Re(conj(a) exp(is) b).

Adding and subtracting 2|a||b| turns this into

|a − exp(is) b|² = (|a| − |b|)² + 2(|a||b| − Re(conj(a) exp(is) b)).

The first term on the right is the zero-field edge term for the moduli. The second measures the phase mismatch. Multiply by t_xy, sum over edges and subtract F_0(|ψ|). The on-site energies cancel, because ψ and |ψ| have the same modulus at every site, and what remains is

F_θ(ψ) − F_0(|ψ|) = Σ_{(x,y)∈E} 2t_xy (|ψ_x||ψ_y| − Re L_xy).

The phase factor has modulus one, so |L_xy| = |ψ_x||ψ_y|. Every complex number z satisfies Re z ≤ |z|, so each summand is nonnegative and the inequality follows.

A sum of nonnegative terms vanishes only if every term does. Because t_xy > 0, this means Re L_xy = |L_xy| on every edge. From |z|² = (Re z)² + (Im z)², the equality Re z = |z| forces Im z = 0 and Re z ≥ 0. Conversely, a real nonnegative z equals its own modulus. This is the stated equality condition.

For the infima, chain two bounds: inf F_0 ≤ F_0(|ψ|) ≤ F_θ(ψ). The left side is a lower bound for F_θ at every ψ, hence at most its infimum.

## Carrying the phase around a loop

Suppose equality holds and ψ_x ≠ 0. Then L_xy = |ψ_x||ψ_y|. Multiplying by ψ_x and dividing by |ψ_x| gives

exp(iθ_xy) ψ_y |ψ_x| = ψ_x |ψ_y|.

Now let x_0, x_1, …, x_n = x_0 be a closed loop on which ψ does not vanish, and let v_k = ψ_{x_k}/|ψ_{x_k}|. If a step runs against the listed direction of its edge, antisymmetry gives L_yx = conj(L_xy), which is still real and nonnegative. So every step satisfies

exp(iθ_{x_k x_{k+1}}) v_{k+1} = v_k.

Combining the n steps gives exp(iΦ) v_n = v_0, where Φ is the sum of the link phases along the loop. Since v_n = v_0 ≠ 0, it follows that exp(iΦ) = 1. A loop with exp(iΦ) ≠ 1 therefore rules out equality. With antisymmetric phases such a loop has at least three steps, because a self-link has zero phase and a step out and back cancels.

## A triangle with total phase π

Take sites 1, 2, 3 and edges (1,2), (2,3), (3,1), with t = 1, W = 0 and θ = π/3 on each edge, and the opposite phase on each reversed link. Let ψ = (2, 1, 1). The in-field edge terms are

4 + 1 − 4 cos(π/3) = 3,

1 + 1 − 2 cos(π/3) = 1,

1 + 4 − 4 cos(π/3) = 3,

so F_θ(ψ) = 7. At zero field the terms are 1, 0 and 1, so F_0(|ψ|) = 2. The excess formula gives 2(2 − 1) + 2(1 − 1/2) + 2(2 − 1) = 5, which is the difference.

A zero on the loop can restore equality. For ψ = (1, exp(−iπ/3), 0) the in-field terms are 0, 1 and 1, and the moduli (1, 1, 0) give the same terms at zero field. Both energies equal 2, although the loop phase is unchanged.

## How the Lean proof follows the algebra

`edge_identity` is the completed square. Its inner statement `h` expands |a − c|² in real and imaginary parts, `hc` removes the phase factor from the modulus, and `ring` rearranges the result. `norm_link` supplies |L_xy| = |ψ_x||ψ_y|, and `re_eq_norm_iff` characterises the complex numbers whose real part equals their modulus.

`energy_excess` is the exact formula for the difference of energies. There `hW` matches the on-site sums, `h0` evaluates a zero-field edge term on real amplitudes, and `Finset.sum_congr` reduces the rest to one edge at a time.

In `diamagnetic_inequality`, the statement `hn` says that each summand is nonnegative, using `Complex.re_le_norm`. Summing it gives the inequality. For the equality case, `Finset.sum_eq_zero_iff_of_nonneg` turns a vanishing sum into vanishing summands, the positive coupling is removed from each product, and `re_eq_norm_iff` translates what is left into the condition on L_xy. `infimum_le_infimum_in_field` is the two-step chain of bounds, with `ciInf_le` for the first and `le_ciInf` for the conclusion.

`link_reverse` handles steps taken against an edge, and `aligned_of_link` is the single-link relation, obtained by multiplying by ψ_x and cancelling a nonzero modulus. `strict_of_loop_flux` assumes equality and derives a trivial loop phase. Its `hstep` collects the alignment of all steps, and `hind` proves by induction on m that

exp(iΦ_m) ψ_{x_m} |ψ_{x_0}| = ψ_{x_0} |ψ_{x_m}|,

where Φ_m is the sum of the first m link phases. This is the relation exp(iΦ_m) v_m = v_0 with the denominators cleared. Setting m = n and cancelling the nonzero factor ψ_{x_0}|ψ_{x_0}| gives exp(iΦ) = 1, which contradicts `hflux`.
